# For a C1 squared frequency rising from zero at Vc with positive slope, (V − Vc)γ → −Vc/2 as V decreases to Vc

Let f(V) be the squared frequency of one vibrational mode at volume V, w = √f its frequency, and γ = −V w′/w its Grüneisen parameter, where the prime is the derivative with respect to V. The mode's zero-point pressure is P₀ = −d(ħw/2)/dV, its classical thermal pressure is P_cl = −d(kT log(ħw/kT))/dV, and the slope of f at the volume Vc where it vanishes is s = f′(Vc) > 0.

```lean
import Mathlib

open Filter Topology

namespace SoftModeGruneisen

noncomputable section

/-- The mode frequency `w = √f` belonging to a squared frequency `f` that depends on volume,
meant for volumes with `f V ≥ 0`. -/
def freq (f : ℝ → ℝ) (V : ℝ) : ℝ := √(f V)

/-- The Grueneisen parameter `-V w'(V) / w(V)` of a mode of frequency `w`,
meant for volumes with `w V ≠ 0`. -/
def gruneisen (w : ℝ → ℝ) (V : ℝ) : ℝ := -V * deriv w V / w V

/-- The zero-point pressure of a mode: minus the volume derivative of its zero-point
energy `hbar w / 2`. -/
def zeroPointPressure (hbar : ℝ) (w : ℝ → ℝ) (V : ℝ) : ℝ :=
  -deriv (fun v => hbar * w v / 2) V

/-- The classical thermal pressure of a mode: minus the volume derivative of the free energy
`kT log (hbar w / kT)`, meant for positive `kT`, `hbar` and `w V`. -/
def classicalPressure (kT hbar : ℝ) (w : ℝ → ℝ) (V : ℝ) : ℝ :=
  -deriv (fun v => kT * Real.log (hbar * w v / kT)) V

/-- Where the squared frequency is positive and differentiable, the frequency has
the volume derivative `f' / (2 √f)`. -/
theorem hasDerivAt_freq {f : ℝ → ℝ} {f' V : ℝ} (hd : HasDerivAt f f' V) (hp : 0 < f V) :
    HasDerivAt (freq f) (f' / (2 * √(f V))) V :=
  hd.sqrt hp.ne'

/-- Where the squared frequency is positive and differentiable, the Grueneisen parameter
is `-V f' / (2 f)`. -/
theorem gruneisen_freq {f : ℝ → ℝ} {f' V : ℝ} (hd : HasDerivAt f f' V) (hp : 0 < f V) :
    gruneisen (freq f) V = -V * (f' / (2 * f V)) := by
  have h : √(f V) * √(f V) = f V := Real.mul_self_sqrt hp.le
  rw [gruneisen, (hasDerivAt_freq hd hp).deriv, freq, mul_div_assoc, div_div, mul_assoc, h]

/-- If the squared frequency is C1 at `Vc` and vanishes there with positive slope, then just above
`Vc` it is positive and differentiable, `(V - Vc) / f V` tends to the inverse slope, and `f'` tends
to the slope, both as `V` decreases to `Vc`. -/
theorem softening {f : ℝ → ℝ} {Vc : ℝ} (hf : ContDiffAt ℝ 1 f Vc) (h0 : f Vc = 0)
    (hs : 0 < deriv f Vc) :
    (∀ᶠ V in 𝓝[>] Vc, Vc < V ∧ 0 < f V ∧ DifferentiableAt ℝ f V) ∧
    Tendsto (fun V => (V - Vc) / f V) (𝓝[>] Vc) (𝓝 (deriv f Vc)⁻¹) ∧
    Tendsto (deriv f) (𝓝[>] Vc) (𝓝 (deriv f Vc)) := by
  have hd : DifferentiableAt ℝ f Vc := hf.differentiableAt (by simp)
  -- the difference quotient of f at Vc, inverted
  have hr : Tendsto (fun V => (V - Vc) / f V) (𝓝[>] Vc) (𝓝 (deriv f Vc)⁻¹) := by
    have h1 := (hasDerivAt_iff_tendsto_slope.1 hd.hasDerivAt).mono_left
      (nhdsWithin_mono Vc (fun V (hV : Vc < V) => hV.ne'))
    refine (h1.inv₀ hs.ne').congr (fun V => ?_)
    rw [slope_def_field, h0, sub_zero, inv_div]
  -- continuity of the derivative
  have hc : ContinuousAt (fun V => fderiv ℝ f V 1) Vc :=
    (hf.fderiv_right (m := 0) (by simp)).continuousAt.clm_apply continuousAt_const
  refine ⟨?_, hr, Tendsto.mono_left hc nhdsWithin_le_nhds⟩
  have hdiff : ∀ᶠ V in 𝓝[>] Vc, ContDiffAt ℝ 1 f V :=
    (hf.eventually (by simp)).filter_mono nhdsWithin_le_nhds
  filter_upwards [hdiff, hr.eventually_const_lt (inv_pos.2 hs), self_mem_nhdsWithin]
    with V h1 h2 h3
  have hV : Vc < V := h3
  refine ⟨hV, ?_, h1.differentiableAt (by simp)⟩
  by_contra h
  have := div_nonpos_of_nonneg_of_nonpos (sub_pos.2 hV).le (not_lt.1 h)
  linarith

/-- If the squared frequency is C1 at `Vc` and vanishes there with positive slope, then
`(V - Vc)` times the Grueneisen parameter tends to `-Vc / 2` as `V` decreases to `Vc`. -/
theorem gruneisen_tendsto {f : ℝ → ℝ} {Vc : ℝ} (hf : ContDiffAt ℝ 1 f Vc) (h0 : f Vc = 0)
    (hs : 0 < deriv f Vc) :
    Tendsto (fun V => (V - Vc) * gruneisen (freq f) V) (𝓝[>] Vc) (𝓝 (-Vc / 2)) := by
  obtain ⟨hev, hr, hc⟩ := softening hf h0 hs
  have hV : Tendsto (fun V : ℝ => V) (𝓝[>] Vc) (𝓝 Vc) :=
    tendsto_id.mono_left nhdsWithin_le_nhds
  have key := ((hV.neg.mul hc).div_const 2).mul hr
  -- the slope cancels in the limit
  have e : -Vc * deriv f Vc / 2 * (deriv f Vc)⁻¹ = -Vc / 2 := by
    have := hs.ne'
    field_simp
  rw [e] at key
  refine key.congr' ?_
  filter_upwards [hev] with V h
  rw [gruneisen_freq h.2.2.hasDerivAt h.2.1]
  ring

/-- If the squared frequency is C1 at `Vc` and vanishes there with positive slope `s`, then
`√(V - Vc)` times the zero-point pressure tends to `-hbar √s / 4` as `V` decreases to `Vc`. -/
theorem zeroPointPressure_tendsto {f : ℝ → ℝ} {Vc : ℝ} (hbar : ℝ) (hf : ContDiffAt ℝ 1 f Vc)
    (h0 : f Vc = 0) (hs : 0 < deriv f Vc) :
    Tendsto (fun V => √(V - Vc) * zeroPointPressure hbar (freq f) V) (𝓝[>] Vc)
      (𝓝 (-(hbar * √(deriv f Vc) / 4))) := by
  obtain ⟨hev, hr, hc⟩ := softening hf h0 hs
  have key := (hc.const_mul (-(hbar / 4))).mul hr.sqrt
  -- here a square root of the slope survives
  have e : -(hbar / 4) * deriv f Vc * √(deriv f Vc)⁻¹ = -(hbar * √(deriv f Vc) / 4) := by
    rw [Real.sqrt_inv, mul_assoc, ← div_eq_mul_inv, Real.div_sqrt]
    ring
  rw [e] at key
  refine key.congr' ?_
  filter_upwards [hev] with V h
  have hE : HasDerivAt (fun v => hbar * freq f v / 2)
      (hbar * (deriv f V / (2 * √(f V))) / 2) V :=
    ((hasDerivAt_freq h.2.2.hasDerivAt h.2.1).const_mul hbar).div_const 2
  rw [zeroPointPressure, hE.deriv, Real.sqrt_div (sub_pos.2 h.1).le]
  ring

/-- If the squared frequency is C1 at a positive volume `Vc` and vanishes there with positive
slope, the Grueneisen parameter tends to minus infinity as `V` decreases to `Vc`. -/
theorem gruneisen_tendsto_atBot {f : ℝ → ℝ} {Vc : ℝ} (hVc : 0 < Vc)
    (hf : ContDiffAt ℝ 1 f Vc) (h0 : f Vc = 0) (hs : 0 < deriv f Vc) :
    Tendsto (gruneisen (freq f)) (𝓝[>] Vc) atBot := by
  have hx : Tendsto (fun V : ℝ => V - Vc) (𝓝[>] Vc) (𝓝[>] 0) := by
    refine tendsto_nhdsWithin_iff.2 ⟨?_, ?_⟩
    · have h : Tendsto (fun V : ℝ => V - Vc) (𝓝 Vc) (𝓝 (Vc - Vc)) :=
        tendsto_id.sub_const Vc
      rw [sub_self] at h
      exact h.mono_left nhdsWithin_le_nhds
    · filter_upwards [self_mem_nhdsWithin] with V hV
      have h : Vc < V := hV
      have h' : 0 < V - Vc := sub_pos.2 h
      exact h'
  have key := (gruneisen_tendsto hf h0 hs).neg_mul_atTop (by linarith)
    (tendsto_inv_nhdsGT_zero.comp hx)
  refine key.congr' ?_
  filter_upwards [self_mem_nhdsWithin] with V hV
  have h : Vc < V := hV
  have hne : V - Vc ≠ 0 := (sub_pos.2 h).ne'
  rw [Function.comp_apply, mul_comm, inv_mul_cancel_left₀ hne]

/-- For positive `kT` and `hbar`, and where the frequency is positive and differentiable,
volume times classical thermal pressure equals the Grueneisen parameter times `kT`. -/
theorem classical_gruneisen_relation {w : ℝ → ℝ} {kT hbar V : ℝ} (hT : 0 < kT)
    (hh : 0 < hbar) (hd : DifferentiableAt ℝ w V) (hw : 0 < w V) :
    V * classicalPressure kT hbar w V = gruneisen w V * kT := by
  have hne : hbar * w V / kT ≠ 0 := by positivity
  have hF : HasDerivAt (fun v => kT * Real.log (hbar * w v / kT))
      (kT * (hbar * deriv w V / kT / (hbar * w V / kT))) V :=
    (((hd.hasDerivAt.const_mul hbar).div_const kT).log hne).const_mul kT
  rw [classicalPressure, hF.deriv, gruneisen]
  field_simp

/-- If the squared frequency is C1 at a positive volume `Vc` and vanishes there with positive
slope, then for positive `kT` and `hbar`, `(V - Vc)` times the classical thermal pressure tends
to `-kT / 2` as `V` decreases to `Vc`. -/
theorem classicalPressure_tendsto {f : ℝ → ℝ} {Vc kT hbar : ℝ} (hVc : 0 < Vc) (hT : 0 < kT)
    (hh : 0 < hbar) (hf : ContDiffAt ℝ 1 f Vc) (h0 : f Vc = 0) (hs : 0 < deriv f Vc) :
    Tendsto (fun V => (V - Vc) * classicalPressure kT hbar (freq f) V) (𝓝[>] Vc)
      (𝓝 (-kT / 2)) := by
  have hV : Tendsto (fun V : ℝ => V) (𝓝[>] Vc) (𝓝 Vc) :=
    tendsto_id.mono_left nhdsWithin_le_nhds
  have key := ((gruneisen_tendsto hf h0 hs).mul_const kT).div hV hVc.ne'
  have e : -Vc / 2 * kT / Vc = -kT / 2 := by field_simp
  rw [e] at key
  refine key.congr' ?_
  filter_upwards [(softening hf h0 hs).1] with V h
  have hV0 : V ≠ 0 := (hVc.trans h.1).ne'
  have hrel := classical_gruneisen_relation hT hh
    (hasDerivAt_freq h.2.2.hasDerivAt h.2.1).differentiableAt (Real.sqrt_pos.2 h.2.1)
  rw [Pi.div_apply, mul_assoc, ← hrel, mul_div_assoc, mul_div_cancel_left₀ _ hV0]

/-- For the squared frequency `(V - Vc)^2`, which has a double zero at `Vc`, the product of
`(V - Vc)` and the Grueneisen parameter equals `-V` at every `V > Vc`. -/
theorem gruneisen_double_zero {Vc V : ℝ} (hV : Vc < V) :
    (V - Vc) * gruneisen (freq (fun v => (v - Vc) ^ 2)) V = -V := by
  have hx : 0 < V - Vc := sub_pos.2 hV
  have hd : HasDerivAt (fun v : ℝ => (v - Vc) ^ 2) (2 * (V - Vc)) V := by
    have h := ((hasDerivAt_id' V).sub_const Vc).fun_pow 2
    exact h.congr_deriv (by norm_num)
  rw [gruneisen_freq hd (pow_pos hx 2)]
  have hne := hx.ne'
  field_simp

end

end SoftModeGruneisen
```

```lean
#print axioms SoftModeGruneisen.zeroPointPressure_tendsto
#print axioms SoftModeGruneisen.gruneisen_tendsto_atBot
#print axioms SoftModeGruneisen.classicalPressure_tendsto
#print axioms SoftModeGruneisen.gruneisen_double_zero
```

```
'SoftModeGruneisen.zeroPointPressure_tendsto' depends on axioms: [propext, Classical.choice, Quot.sound]
'SoftModeGruneisen.gruneisen_tendsto_atBot' depends on axioms: [propext, Classical.choice, Quot.sound]
'SoftModeGruneisen.classicalPressure_tendsto' depends on axioms: [propext, Classical.choice, Quot.sound]
'SoftModeGruneisen.gruneisen_double_zero' depends on axioms: [propext, Classical.choice, Quot.sound]
```

## Four limits at the volume where the mode goes soft

The four limit theorems share three hypotheses. `ContDiffAt ℝ 1 f Vc` says that f is continuously differentiable near Vc, `h0` says that f(Vc) = 0, and `hs` says that the slope `deriv f Vc`, written s here, is positive. The filter `𝓝[>] Vc` means that V approaches Vc from above. Under these hypotheses:

- `gruneisen_tendsto` states that (V − Vc)γ tends to −Vc/2. The slope doesn't appear in the limit, and Vc may be any real number.
- `zeroPointPressure_tendsto` states that √(V − Vc) P₀ tends to −ħ√s/4. Here `hbar` is an arbitrary real number, so units with ħ = 1 give −√s/4.
- `gruneisen_tendsto_atBot` adds Vc > 0 and states that γ itself tends to minus infinity.
- `classicalPressure_tendsto` assumes that Vc, kT and ħ are positive and states that (V − Vc) P_cl tends to −kT/2.

Two further theorems are identities at a single volume. `classical_gruneisen_relation` is V P_cl = γ kT, for positive kT and ħ and any positive frequency that is differentiable at V, whether or not it comes from a soft mode. `gruneisen_double_zero` evaluates (V − Vc)γ for f = (V − Vc)².

## A harmonic mode that softens under compression

The function `f` stands for one eigenvalue of the dynamical matrix, followed as the volume changes. A positive slope at Vc means that the eigenvalue falls to zero under compression and is negative just below Vc, where the harmonic structure is unstable. The definition `freq f` takes the square root. Lean's real square root returns 0 for negative arguments, but the limits look only at volumes just above Vc, where f is shown to be positive.

The definitions `gruneisen`, `zeroPointPressure` and `classicalPressure` all contain true derivatives with respect to volume. In particular, the pressures are defined from energies, and their expressions in terms of f and f′ are derived. The two energies belong to different regimes: ħw/2 is the free energy of a harmonic oscillator at zero temperature, and kT log(ħw/kT) is its classical form, valid for ħw much smaller than kT. The product kT enters as a single real variable that is held fixed in the volume derivative.

The sign of γ follows the usual convention, in which a mode that hardens under compression has positive γ. This mode softens, so γ is negative near a positive Vc, and both pressures are negative there: the mode's free energy falls as the volume shrinks.

The model is a single harmonic mode whose squared frequency depends on volume alone. Anharmonic terms, which matter in a real crystal when the harmonic restoring force vanishes, are absent, as is any dependence of f on temperature. That f is C1 at Vc is assumed; it is not derived from a dynamical matrix.

For quasi-harmonic calculations, the first limit says that the leading growth of γ near such an instability is set by Vc and the distance V − Vc, within this one-mode harmonic model. A very large negative γ there need not indicate a steep f.

## How the slope cancels in γ and survives in the zero-point pressure

Since f(Vc) = 0, the difference quotient of f at Vc is f(V)/(V − Vc), and it tends to s. Because s is not zero, the inverse also converges:

(V − Vc)/f(V) → 1/s.

The limit is positive, so the quotient is positive for V close enough to Vc. For V > Vc the numerator is positive, hence f(V) > 0. Continuous differentiability also gives differentiability of f near Vc and

f′(V) → s.

Where f is positive, the chain rule gives

w′ = f′/(2√f),

γ = −V w′/w = −V f′/(2f).

Multiplying by V − Vc and grouping the factors,

(V − Vc)γ = −(V f′(V)/2) · (V − Vc)/f(V) → −(Vc s/2) · (1/s) = −Vc/2.

One factor s comes from f′ and one factor 1/s from the inverted quotient, so the slope cancels.

The zero-point pressure contains √f in place of f:

P₀ = −(ħ/2) w′ = −ħ f′/(4√f).

For V just above Vc, therefore,

√(V − Vc) P₀ = −(ħ/4) f′(V) √((V − Vc)/f(V)) → −(ħ/4) · s · (1/√s) = −ħ√s/4.

Now only a factor 1/√s meets the factor s, and √s remains.

For Vc > 0 the divergence of γ follows by writing

γ = [(V − Vc)γ] · 1/(V − Vc).

The bracket tends to the negative number −Vc/2 and the second factor to plus infinity, so γ tends to minus infinity.

For the classical pressure, the derivative of the logarithm gives

P_cl = −kT w′/w,

and multiplication by V gives V P_cl = γ kT. Dividing by V and multiplying by V − Vc,

(V − Vc) P_cl = (V − Vc)γ · kT/V → (−Vc/2) · kT/Vc = −kT/2.

## The Lean proofs, lemma by lemma

The lemma `softening` collects the facts about f that all four limits use. It obtains the inverted quotient from `hasDerivAt_iff_tendsto_slope`, restricted to volumes above Vc, followed by `inv₀`. Continuity of f′ comes from `fderiv_right`, which lowers the order of smoothness by one. Positivity is proved by contradiction: if f(V) ≤ 0 at a volume V > Vc, then (V − Vc)/f(V) ≤ 0, although it has already been shown to be positive close to Vc.

The chain rule is `hasDerivAt_freq`, and `gruneisen_freq` turns it into γ = −V f′/(2f) by replacing √f · √f with f.

In `gruneisen_tendsto`, `key` is the product of the limits of −V, f′ and the inverted quotient, with the factor 1/2. The equation `e` cancels the slope with `field_simp`. The step `key.congr'` then replaces the product by (V − Vc)γ, which is allowed because the two agree at all volumes sufficiently close to Vc from above.

The proof of `zeroPointPressure_tendsto` has the same shape. It takes the square root of the inverted quotient's limit with `hr.sqrt`, and its `e` simplifies s/√s to √s by `Real.div_sqrt`. The derivative of ħw/2 is built in `hE`, and `Real.sqrt_div` separates the root of the quotient into √(V − Vc) and √f.

For `gruneisen_tendsto_atBot`, `hx` records that V − Vc tends to zero through positive values, so its inverse tends to plus infinity. The lemma `neg_mul_atTop` multiplies this by the limit −Vc/2, and the last lines cancel V − Vc against its inverse.

The theorem `classical_gruneisen_relation` differentiates the logarithm in `hF` and clears fractions. In `classicalPressure_tendsto`, the limit of (V − Vc)γ is multiplied by kT and divided by the limit of V, which is nonzero because Vc > 0. The relation then converts the expression into the pressure, after cancelling V, which is nonzero because V > Vc > 0.

## The linear law, a zero at Vc = 0 and a double zero

The simplest function that meets the hypotheses is f = s(V − Vc). For V > Vc it has f′/f = 1/(V − Vc), so that

(V − Vc)γ = −V/2,

√(V − Vc) P₀ = −ħ√s/4,

(V − Vc) P_cl = −kT/2.

The two pressure products already equal their limits at every V > Vc, and the first product differs from its limit only through the factor V.

With Vc = 0 the linear law becomes f = sV, and γ = −1/2 at every positive volume. This agrees with `gruneisen_tendsto`, whose limit is then 0, and it shows that γ need not diverge when Vc = 0. No crystal has zero volume, so this case only tests the hypothesis Vc > 0 of `gruneisen_tendsto_atBot` and doesn't describe a material.

The double zero f = (V − Vc)² has slope zero at Vc. There f′ = 2(V − Vc), and for V > Vc

(V − Vc)γ = −(V − Vc) · V · 2(V − Vc)/(2(V − Vc)²) = −V.

This is `gruneisen_double_zero`, whose proof inserts the derivative into `gruneisen_freq` and cancels the nonzero factor V − Vc. As V decreases to Vc the product tends to −Vc, which differs from −Vc/2 whenever Vc ≠ 0. The first limit would therefore fail if the slope were only required to be nonnegative. In this example the frequency is w = V − Vc, linear in the distance from Vc, whereas at a simple zero it grows as the square root of that distance; the coefficient of γ doubles with the exponent.
